# The integrated collinear helicity-flip density m²/(x + m²)² tends to 1 as the fermion mass vanishes

If I set the electron mass to zero before integrating over the photon's emission angle, the helicity-flip radiation disappears completely, and the flip rate comes out wrong by a finite amount. The flip density carries a factor m², so it does vanish at every nonzero angle. Yet I am told that its integral over angles has a nonzero limit, because the emission crowds into the exactly collinear direction. Can this be made rigorous and machine-checked, including what happens when the emission is weighted by some function of the angle?

## Where the flip radiation goes

Yes, for the standard leading small-angle form of the densities. Let m > 0 be the fermion mass and let x ≥ 0 be the squared emission angle, scaled by the squared fermion energy so that the collinear propagator denominator is proportional to x + m². A massless fermion keeps its helicity when it radiates, so the flip amplitude needs a factor m. It is proportional to m/(x + m²), while the helicity-conserving amplitude is proportional to √x/(x + m²). Squaring, and removing from each its coupling and energy-fraction factors, gives the two densities in x. The energy-fraction factors differ between the two, so N/D is not the physical ratio of the rates.

D(m,x) = m²/(x + m²)²

N(m,x) = x/(x + m²)²

At fixed x > 0 we have D(m,x) ≤ m²/x², which tends to 0 with m. At x = 0, however, D(m,0) = 1/m² grows without bound. To see which effect wins, differentiate:

d/dx [−m²/(x + m²)] = m²/(x + m²)² = D(m,x)

Hence, for 0 ≤ a ≤ b,

∫[a,b] D(m,x) dx = m²/(a + m²) − m²/(b + m²)

With a = 0 and an angular cutoff b = Q, the first term is 1, and

∫[0,Q] D(m,x) dx = 1 − m²/(Q + m²) = Q/(Q + m²)

For fixed Q > 0 this tends to 1 as m → 0. Choosing the cutoff c·m² instead, with c ≥ 0, gives

c·m²/(c·m² + m²) = c/(c + 1)

for every mass. At fixed fermion energy, the squared opening angle of the cone that holds a given amount of flip radiation therefore shrinks in proportion to m², and the opening angle itself in proportion to m.

Now weight the emission by a function f that is continuous on [0,Q]. Splitting off its collinear value gives

∫[0,Q] f(x) D(m,x) dx = ∫[0,Q] (f(x) − f(0)) D(m,x) dx + f(0)·Q/(Q + m²)

The last term tends to f(0), so it remains to show that the first integral on the right vanishes. Let ε > 0. By continuity there is a δ > 0 such that |f(x) − f(0)| < ε/2 for all x in [0,Q] with x < δ. Since [0,Q] is compact, there is also a constant C with |f(x) − f(0)| ≤ C throughout. For x ≥ δ the density satisfies D(m,x) ≤ m²/δ². Both regions are covered by the single bound

|f(x) − f(0)| D(m,x) ≤ (ε/2) D(m,x) + C·m²/δ²

Integrating it gives

|∫[0,Q] (f(x) − f(0)) D(m,x) dx| ≤ (ε/2)·Q/(Q + m²) + C·Q·m²/δ²

The first term is at most ε/2, and the second is below ε/2 once m is small enough. The sum is then less than ε, so

∫[0,Q] f(x) D(m,x) dx → f(0) as m → 0

In this sense the flip density becomes a unit point mass at x = 0.

The helicity-conserving density behaves differently. Since x = (x + m²) − m²,

N(m,x) = 1/(x + m²) − D(m,x)

∫[0,Q] N(m,x) dx = log((Q + m²)/m²) − Q/(Q + m²)

This contains the collinear logarithm, which grows without limit as m → 0. The flip integral stays finite.

## Two masses compared at Q = 1

Take m = 0.1, so m² = 0.01. The flip integral is 1/1.01 ≈ 0.9901, and the density at x = 0.5 is 0.01/0.51² ≈ 0.0384. Now take m = 0.01, so m² = 0.0001. The integral rises to 1/1.0001 ≈ 0.9999, while the density at x = 0.5 falls to about 0.0004.

The cone with c = 9 holds 9/10 in both cases. It ends at x = 0.09 for the heavier fermion and at x = 0.0009 for the lighter one. The helicity-conserving integral meanwhile grows from log 101 − 0.9901 ≈ 3.625 to log 10001 − 0.9999 ≈ 8.211.

## The densities and limits in Lean

```lean
import Mathlib

open Filter Topology

namespace CollinearHelicityFlip

noncomputable section

/-- Normalised density of helicity-flip emission from a fermion of mass `m`, as a function of
the scaled squared emission angle `x`. -/
def flipDensity (m x : ℝ) : ℝ := m ^ 2 / (x + m ^ 2) ^ 2

/-- Density of helicity-conserving collinear emission in the scaled squared emission angle `x`,
without its coupling and energy-fraction factors. -/
def nonflipDensity (m x : ℝ) : ℝ := x / (x + m ^ 2) ^ 2

/-- At every fixed nonzero angle the helicity-flip density vanishes in the massless limit. -/
theorem flipDensity_tendsto_zero {x : ℝ} (hx : 0 < x) :
    Tendsto (fun m => flipDensity m x) (𝓝[>] 0) (𝓝 0) := by
  have hc : ContinuousAt (fun m : ℝ => m ^ 2 / (x + m ^ 2) ^ 2) 0 :=
    ContinuousAt.div (by fun_prop) (by fun_prop) (by simpa using hx.ne')
  have h0 : (0 : ℝ) ^ 2 / (x + 0 ^ 2) ^ 2 = 0 := by simp
  have h := hc.tendsto
  rw [h0] at h
  exact h.mono_left nhdsWithin_le_nhds

/-- For a massive fermion the helicity-flip density is continuous in the physical region. -/
theorem flipDensity_continuousOn {m : ℝ} (hm : 0 < m) :
    ContinuousOn (flipDensity m) (Set.Ici 0) := by
  change ContinuousOn (fun x => m ^ 2 / (x + m ^ 2) ^ 2) _
  refine ContinuousOn.div continuousOn_const (by fun_prop) ?_
  intro x hx
  have hx0 : 0 ≤ x := hx
  have h : 0 < x + m ^ 2 := by positivity
  exact pow_ne_zero 2 h.ne'

/-- The helicity-flip emission collected in an angular window from `a` to `b`. -/
theorem integral_flipDensity_window {m a b : ℝ} (hm : 0 < m) (ha : 0 ≤ a) (hab : a ≤ b) :
    ∫ x in a..b, flipDensity m x = m ^ 2 / (a + m ^ 2) - m ^ 2 / (b + m ^ 2) := by
  -- the antiderivative is `-m² / (x + m²)`
  have hd : ∀ x ∈ Set.uIcc a b,
      HasDerivAt (fun y => -(m ^ 2 / (y + m ^ 2))) (flipDensity m x) x := by
    intro x hx
    rw [Set.uIcc_of_le hab] at hx
    have hx0 : 0 ≤ x := ha.trans hx.1
    have hp : x + m ^ 2 ≠ 0 := by positivity
    have h := ((hasDerivAt_const x (m ^ 2)).fun_div
      ((hasDerivAt_id' x).add_const (m ^ 2)) hp).fun_neg
    refine h.congr_deriv ?_
    simp only [flipDensity]
    ring
  have hi : IntervalIntegrable (flipDensity m) MeasureTheory.volume a b := by
    refine ((flipDensity_continuousOn hm).mono ?_).intervalIntegrable
    intro x hx
    rw [Set.uIcc_of_le hab] at hx
    exact ha.trans hx.1
  rw [intervalIntegral.integral_eq_sub_of_hasDerivAt hd hi]
  ring

/-- The helicity-flip emission integrated up to the cutoff `Q` is `Q / (Q + m²)`. -/
theorem integral_flipDensity {m Q : ℝ} (hm : 0 < m) (hQ : 0 ≤ Q) :
    ∫ x in (0 : ℝ)..Q, flipDensity m x = Q / (Q + m ^ 2) := by
  have h : Q + m ^ 2 ≠ 0 := by positivity
  have h2 : m ^ 2 ≠ 0 := by positivity
  rw [integral_flipDensity_window hm le_rfl hQ, zero_add, div_self h2, eq_div_iff h, sub_mul,
    div_mul_cancel₀ _ h]
  ring

/-- The cone `x ≤ c m²` contains the helicity-flip emission `c / (c + 1)`, whatever the mass. -/
theorem integral_flipDensity_cone {m c : ℝ} (hm : 0 < m) (hc : 0 ≤ c) :
    ∫ x in (0 : ℝ)..(c * m ^ 2), flipDensity m x = c / (c + 1) := by
  have h1 : c * m ^ 2 + m ^ 2 ≠ 0 := by positivity
  have h2 : c + 1 ≠ 0 := by positivity
  rw [integral_flipDensity hm (by positivity), div_eq_div_iff h1 h2]
  ring

/-- The integrated helicity-flip emission tends to one in the massless limit. -/
theorem integral_flipDensity_tendsto_one {Q : ℝ} (hQ : 0 < Q) :
    Tendsto (fun m => ∫ x in (0 : ℝ)..Q, flipDensity m x) (𝓝[>] 0) (𝓝 1) := by
  have hc : ContinuousAt (fun m : ℝ => Q / (Q + m ^ 2)) 0 :=
    ContinuousAt.div continuousAt_const (by fun_prop) (by simpa using hQ.ne')
  have h0 : Q / (Q + (0 : ℝ) ^ 2) = 1 := by simp [hQ.ne']
  have h := hc.tendsto
  rw [h0] at h
  refine (h.mono_left nhdsWithin_le_nhds).congr' ?_
  filter_upwards [self_mem_nhdsWithin] with m hm
  exact (integral_flipDensity hm hQ.le).symm

/-- In the massless limit the helicity-flip density acts on any continuous angular weight `f`
as a unit point mass in the exactly collinear direction. -/
theorem flipDensity_tendsto_pointMass {Q : ℝ} (hQ : 0 < Q) {f : ℝ → ℝ}
    (hf : ContinuousOn f (Set.Icc 0 Q)) :
    Tendsto (fun m => ∫ x in (0 : ℝ)..Q, f x * flipDensity m x) (𝓝[>] 0) (𝓝 (f 0)) := by
  have hmem : (0 : ℝ) ∈ Set.Icc 0 Q := ⟨le_rfl, hQ.le⟩
  have hg : ContinuousOn (fun x => f x - f 0) (Set.Icc 0 Q) := hf.sub continuousOn_const
  have hDc : ∀ m : ℝ, 0 < m → ContinuousOn (flipDensity m) (Set.Icc 0 Q) :=
    fun m hm => (flipDensity_continuousOn hm).mono (fun x hx => hx.1)
  have hint : ∀ u : ℝ → ℝ, ContinuousOn u (Set.Icc 0 Q) →
      IntervalIntegrable u MeasureTheory.volume 0 Q := by
    intro u hu
    rw [← Set.uIcc_of_le hQ.le] at hu
    exact hu.intervalIntegrable
  obtain ⟨C, hC⟩ := isCompact_Icc.exists_bound_of_continuousOn hg
  have hC0 : 0 ≤ C := (norm_nonneg _).trans (hC 0 hmem)
  -- the variation of the weight away from the collinear direction does not contribute
  have haux : Tendsto (fun m => ∫ x in (0 : ℝ)..Q, (f x - f 0) * flipDensity m x)
      (𝓝[>] 0) (𝓝 0) := by
    rw [Metric.tendsto_nhds]
    intro ε hε
    obtain ⟨δ, hδ, hclose⟩ := Metric.continuousOn_iff.mp hf 0 hmem (ε / 2) (half_pos hε)
    have hcont : Continuous (fun m : ℝ => C * (m ^ 2 / δ ^ 2) * Q) := by fun_prop
    have hsmall : Tendsto (fun m : ℝ => C * (m ^ 2 / δ ^ 2) * Q) (𝓝[>] 0) (𝓝 0) :=
      (hcont.tendsto' 0 0 (by simp)).mono_left nhdsWithin_le_nhds
    filter_upwards [self_mem_nhdsWithin, hsmall (Iio_mem_nhds (half_pos hε))] with m hm hs
    have hm0 : 0 < m := hm
    have hs' : C * (m ^ 2 / δ ^ 2) * Q < ε / 2 := hs
    have hD := hint _ (hDc m hm0)
    have hgD := hint _ (hg.mul (hDc m hm0))
    have hbound : ∀ x ∈ Set.Icc 0 Q, |(f x - f 0) * flipDensity m x| ≤
        ε / 2 * flipDensity m x + C * (m ^ 2 / δ ^ 2) := by
      intro x hx
      have hD0 : 0 ≤ flipDensity m x := by unfold flipDensity; positivity
      have hK : 0 ≤ C * (m ^ 2 / δ ^ 2) := by positivity
      rw [abs_mul, abs_of_nonneg hD0]
      rcases lt_or_ge x δ with hlt | hge
      · have h1 : dist x 0 < δ := by
          rw [Real.dist_eq, sub_zero, abs_of_nonneg hx.1]
          exact hlt
        have h2 := hclose x hx h1
        rw [Real.dist_eq] at h2
        have h3 := mul_le_mul_of_nonneg_right h2.le hD0
        linarith
      · have h1 : δ ≤ x + m ^ 2 := by linarith [sq_nonneg m]
        have h2 : flipDensity m x ≤ m ^ 2 / δ ^ 2 := by
          unfold flipDensity
          gcongr
        have h3 : |f x - f 0| * flipDensity m x ≤ C * (m ^ 2 / δ ^ 2) :=
          mul_le_mul (hC x hx) h2 hD0 hC0
        have h4 : 0 ≤ ε / 2 * flipDensity m x := by positivity
        linarith
    have h1 := intervalIntegral.abs_integral_le_integral_abs
      (f := fun x => (f x - f 0) * flipDensity m x) (μ := MeasureTheory.volume) hQ.le
    have h2 := intervalIntegral.integral_mono_on hQ.le hgD.abs
      ((hD.const_mul (ε / 2)).add intervalIntegrable_const) hbound
    rw [intervalIntegral.integral_add (hD.const_mul _) intervalIntegrable_const,
      intervalIntegral.integral_const_mul, integral_flipDensity hm0 hQ.le,
      intervalIntegral.integral_const, smul_eq_mul] at h2
    have h3 : Q / (Q + m ^ 2) ≤ 1 := by
      rw [div_le_one (by positivity)]
      linarith [sq_nonneg m]
    have h4 := mul_le_mul_of_nonneg_left h3 (half_pos hε).le
    rw [Real.dist_eq, sub_zero]
    refine lt_of_le_of_lt (h1.trans h2) ?_
    linarith
  -- restore the collinear value of the weight times the total flip emission
  have hsum := haux.add ((integral_flipDensity_tendsto_one hQ).const_mul (f 0))
  rw [zero_add, mul_one] at hsum
  refine hsum.congr' ?_
  filter_upwards [self_mem_nhdsWithin] with m hm
  have hD := hint _ (hDc m hm)
  have hgD : IntervalIntegrable (fun x => (f x - f 0) * flipDensity m x)
      MeasureTheory.volume 0 Q := hint _ (hg.mul (hDc m hm))
  rw [← intervalIntegral.integral_const_mul,
    ← intervalIntegral.integral_add hgD (hD.const_mul (f 0))]
  congr 1
  ext x
  ring

/-- The helicity-conserving emission up to the cutoff `Q` is a collinear logarithm minus the
integrated helicity-flip emission. -/
theorem integral_nonflipDensity {m Q : ℝ} (hm : 0 < m) (hQ : 0 ≤ Q) :
    ∫ x in (0 : ℝ)..Q, nonflipDensity m x =
      Real.log ((Q + m ^ 2) / m ^ 2) - ∫ x in (0 : ℝ)..Q, flipDensity m x := by
  have h1 : Q + m ^ 2 ≠ 0 := by positivity
  have h2 : m ^ 2 ≠ 0 := by positivity
  have hpos : ∀ x ∈ Set.uIcc 0 Q, x + m ^ 2 ≠ 0 := by
    intro x hx
    rw [Set.uIcc_of_le hQ] at hx
    have hx0 : 0 ≤ x := hx.1
    positivity
  have hd : ∀ x ∈ Set.uIcc 0 Q, HasDerivAt
      (fun y => Real.log (y + m ^ 2) + m ^ 2 / (y + m ^ 2)) (nonflipDensity m x) x := by
    intro x hx
    have hp := hpos x hx
    have hl := (hasDerivAt_id' x).add_const (m ^ 2)
    refine ((hl.log hp).fun_add ((hasDerivAt_const x (m ^ 2)).fun_div hl hp)).congr_deriv ?_
    unfold nonflipDensity
    field_simp
    ring
  have hi : IntervalIntegrable (nonflipDensity m) MeasureTheory.volume 0 Q := by
    apply ContinuousOn.intervalIntegrable
    change ContinuousOn (fun x => x / (x + m ^ 2) ^ 2) _
    exact ContinuousOn.div (by fun_prop) (by fun_prop) (fun x hx => pow_ne_zero 2 (hpos x hx))
  have h3 : m ^ 2 / (Q + m ^ 2) + Q / (Q + m ^ 2) = 1 := by
    rw [← add_div, add_comm (m ^ 2) Q, div_self h1]
  rw [intervalIntegral.integral_eq_sub_of_hasDerivAt hd hi, integral_flipDensity hm hQ,
    Real.log_div h1 h2, zero_add, div_self h2]
  linarith

end

end CollinearHelicityFlip
```

```lean
#print axioms CollinearHelicityFlip.flipDensity_tendsto_zero
#print axioms CollinearHelicityFlip.integral_flipDensity_cone
#print axioms CollinearHelicityFlip.flipDensity_tendsto_pointMass
#print axioms CollinearHelicityFlip.integral_nonflipDensity
```

```
'CollinearHelicityFlip.flipDensity_tendsto_zero' depends on axioms: [propext, Classical.choice, Quot.sound]
'CollinearHelicityFlip.integral_flipDensity_cone' depends on axioms: [propext, Classical.choice, Quot.sound]
'CollinearHelicityFlip.flipDensity_tendsto_pointMass' depends on axioms: [propext, Classical.choice, Quot.sound]
'CollinearHelicityFlip.integral_nonflipDensity' depends on axioms: [propext, Classical.choice, Quot.sound]
```

## What the theorems say about the radiation

`flipDensity m x` is D(m,x) and `nonflipDensity m x` is N(m,x), both functions of real numbers. The physical region x ≥ 0 is not built into the type of x. It enters through the integration limits and through hypotheses such as `0 ≤ a`. The massless limit is written `𝓝[>] 0`, which means that m approaches zero through positive values.

- `flipDensity_tendsto_zero` says that the flip density vanishes in the massless limit at each fixed x > 0.
- `integral_flipDensity_window`, `integral_flipDensity` and `integral_flipDensity_cone` give the exact integrals over [a,b], [0,Q] and [0,c·m²] for m > 0. Ranges of zero length are allowed and give zero.
- `integral_flipDensity_tendsto_one` gives the limit 1 for a fixed cutoff Q > 0. With Q = 0 there would be nothing to integrate.
- `flipDensity_tendsto_pointMass` is the weighted version. The weight `f` is real-valued, does not depend on m, and needs to be continuous only on the closed interval from 0 to Q. It may take negative values.
- `integral_nonflipDensity` expresses the helicity-conserving integral as the logarithm minus the flip integral. Inserting `integral_flipDensity` turns this into the explicit formula above.

The two densities are definitions here and are not derived from the QED amplitudes. They stand for single-photon emission at leading order in small angles, at a fixed energy fraction. The limit 1 is in the stripped normalisation: the physical flip rate still carries the coupling and the energy-fraction factor, so it is not a probability of one. Virtual corrections and multiple emission are absent.

Within this one-photon, small-angle model, massless matrix elements alone give no flip radiation. For a small mass and a continuous angular weight, the missing flip contribution is approximately a point term at zero angle.

## How the proof follows the calculation

For the fixed-angle limit, Lean uses continuity in m instead of the estimate m²/x². When x > 0 the denominator is nonzero at m = 0, so the quotient is continuous there and its value is 0. `integral_flipDensity_tendsto_one` treats Q/(Q + m²) in the same way, and then replaces this expression by the integral, which equals it for every positive m.

The window integral is the fundamental theorem of calculus. `hd` checks the derivative of −m²/(x + m²), and `hi` supplies integrability, using `flipDensity_continuousOn`. The formulas for the full range and for the cone are then special cases, finished by algebra.

In the point-mass theorem, `haux` is the claim that the integral of (f(x) − f(0)) D(m,x) tends to zero. The constant C comes from compactness through `exists_bound_of_continuousOn`, and δ comes from the continuity of f at 0. The statement `hsmall` says that C·(m²/δ²)·Q tends to zero, so `filter_upwards` can restrict attention to positive masses for which it is below ε/2.

The heart of the argument is `hbound`, the single bound covering both regions. `rcases lt_or_ge x δ` separates them: for x < δ the closeness of f(x) to f(0) is used, and for x ≥ δ the bound m²/δ² on the density. In each case the unused term on the right is nonnegative, so adding it does no harm. `integral_mono_on` integrates the bound, the exact formula evaluates the integral of D, and `h3` supplies Q/(Q + m²) ≤ 1.

The last part adds f(0) times the total flip integral, whose limit is f(0). For each positive m the two integrals are merged into one, and `ring` confirms that the integrand is f(x) D(m,x).

For the helicity-conserving integral, `hd` verifies the antiderivative log(x + m²) + m²/(x + m²). Its values at the two endpoints give the logarithm and the term m²/(Q + m²) − 1, which equals −Q/(Q + m²).
